# With N flavors, second-order exchange is at most 1/N of the ring term when denominators are positive and swap-symmetric

## Counting flavors is not enough

Suppose we drop the second-order exchange diagram because the ring diagram carries a factor $N^2$ and exchange only a factor $N$, where $N$ is the number of flavors. The counting alone does not justify this. If the flavorless exchange sum were ten times the flavorless ring sum, then at $N=2$ the neglected diagram would be five times the one we kept. We also need a bound on the flavorless sums themselves.

Such a bound exists for real integrals and positive energy denominators that do not change when the two virtual orbitals are swapped. It bears on the approximation behind GW and the random phase approximation, which keep ring diagrams and omit second-order exchange. Here it concerns only the second-order energy sums over finitely many orbitals, not the frequency-dependent self-energy.

## Ring and exchange sums

Let $i,j$ label occupied orbitals and $a,b$ virtual ones. Write $g(i,a,j,b)$ for the real two-electron integral $(ia|jb)$, in which one interaction vertex joins $i$ to $a$ and the other joins $j$ to $b$. With denominators $D(i,a,j,b)$, define

$$S=\sum_{i,j,a,b}\frac{g(i,a,j,b)^2}{D(i,a,j,b)},\qquad
X=\sum_{i,j,a,b}\frac{g(i,a,j,b)\,g(i,b,j,a)}{D(i,a,j,b)}.$$

In Møller–Plesset theory $D=\varepsilon_a+\varepsilon_b-\varepsilon_i-\varepsilon_j$, where $\varepsilon$ denotes an orbital energy. This is unchanged under $a\leftrightarrow b$, and it is positive when every virtual level lies above every occupied one.

Now give each orbital a flavor, such as spin. The interaction conserves flavor at each vertex, and neither the integrals nor the orbital energies otherwise depend on it. Let $S_N$ and $X_N$ be the same two sums taken over flavored orbitals. When $D$ is positive and unchanged under $a\leftrightarrow b$, the results are

$$S_N=N^2S,\qquad X_N=NX,\qquad N|X_N|\le S_N,$$

and, for $N\ge1$, $N X_N=S_N$ exactly when $g(i,a,j,b)=g(i,b,j,a)$ for all indices.

## One square bounds the exchange sum

Renaming $a\leftrightarrow b$ in $S$ and then using the symmetry of $D$ gives

$$S=\sum_{i,j,a,b}\frac{g(i,b,j,a)^2}{D(i,b,j,a)}=\sum_{i,j,a,b}\frac{g(i,b,j,a)^2}{D(i,a,j,b)}.$$

For any real $s$, expand the square:

$$\sum_{i,j,a,b}\frac{\big(g(i,a,j,b)+s\,g(i,b,j,a)\big)^2}{D(i,a,j,b)}=S+2sX+s^2S.$$

The left side is nonnegative because $D>0$. Taking $s=1$ gives $2(S+X)\ge0$, and $s=-1$ gives $2(S-X)\ge0$. Together they say $|X|\le S$.

If $X=S$, the sum for $s=-1$ is zero. Its terms are nonnegative, so each one vanishes, and $D>0$ forces $g(i,a,j,b)=g(i,b,j,a)$. Conversely, if $g$ has this symmetry, the terms of $X$ and $S$ are identical.

Positivity of $D$ alone does not give the bound. Take one occupied orbital $i$ and two virtuals $1,2$, with $g(i,1,i,2)=1$, $g(i,2,i,1)=10$ and the other integrals zero. Set $D(i,1,i,2)=1$, $D(i,2,i,1)=100$ and the remaining denominators to 1. Then $S=1+1=2$, while $X=10+0.1=10.1$. These numbers test the algebra and do not describe a molecule: real Coulomb integrals satisfy $(i1|i2)=(i2|i1)$, and Møller–Plesset denominators are swap-symmetric.

## Two free flavors against one

Let $i,j$ carry flavors $\sigma,\sigma'$ and let $a,b$ carry $\tau,\tau'$. The flavored integral is $g(i,a,j,b)\,\delta_{\tau\sigma}\delta_{\tau'\sigma'}$.

In the ring sum this integral is squared. The virtual flavors are fixed by the occupied ones, while $\sigma$ and $\sigma'$ remain free, so the flavor sum is $N^2$.

In the exchange sum the second integral contributes $\delta_{\tau'\sigma}\delta_{\tau\sigma'}$. All four flavors must then agree, and the flavor sum is $N$.

Therefore $N|X_N|=N^2|X|\le N^2S=S_N$. For $N\ge1$ we may divide $N^2X=N^2S$ by $N^2$, so equality holds exactly when $X=S$, that is, when $g$ is swap-symmetric.

With a single virtual orbital, $a$ and $b$ coincide. The terms of $X$ and $S$ then agree whatever the integrals are, and $NX_N=S_N$.

The choice $s=1$ also settles the opposite extreme: $X=-S$ exactly when $g(i,a,j,b)=-g(i,b,j,a)$ for all indices. This companion statement is left as an exercise and does not appear in the code below.

## Closed-shell MP2

For a closed-shell molecule with real spatial orbitals, $N=2$ and the second-order correlation energy is

$$E^{(2)}=-\tfrac12\left(S_2-X_2\right)=-(2S-X).$$

A program can take, for each pair $i,j$, the matrix of integrals $(ia|jb)$ with rows $a$ and columns $b$. It multiplies this matrix elementwise by itself for $S$ and by its transpose for $X$, divides by $D$, and sums.

The opposite-spin part of the energy is $-S$ and the same-spin part is $-(S-X)$. The bound therefore says that the same-spin part is never positive, and that exchange cancels at most half of the ring energy $-2S$. In minimal-basis H₂, with one occupied and one virtual orbital, it cancels exactly half.

## Reading the Lean statements

The types `o` and `v` are the finite sets of occupied and virtual spatial orbitals. The functions `g` and `D` take their arguments in the order $i,a,j,b$ and have real values. `ringSum` and `exchangeSum` are $S$ and $X$, without the sign and the factor $\tfrac12$ of the energy formula.

A flavored orbital is a pair such as `o × Fin N`, with the orbital in its first component and the flavor in its second. `flavorIntegral` returns the spatial integral when `a.2 = i.2 ∧ b.2 = j.2` and zero otherwise, while `flavorGap` ignores flavor. Since $S_N$ and $X_N$ are the original definitions applied to these functions, the factors $N^2$ and $N$ are derived.

The hypothesis `hpos` says that all denominators are positive, and `hD` that they are unchanged by swapping the virtuals. Both are assumed for a general `D`; no orbital energies appear. The integrals need not come from a Coulomb interaction, and no permutation symmetry of `g` is required.

`flavor_exchange_bound` is written without division and holds for every natural number `N`, including zero. `flavor_exchange_eq_iff` needs `0 < N`, because with no flavors both sides vanish for any integrals. In `flavor_exchange_single_virtual`, `[Subsingleton v]` means at most one virtual orbital.

Complex orbitals, flavor-dependent orbitals as in unrestricted calculations, and infinite orbital sets lie beyond these statements.

```lean
import Mathlib

open Finset

namespace SecondOrderExchangeFlavor

noncomputable section

variable {o v : Type*} [Fintype o] [Fintype v]

/-- The second-order ring sum `S = ∑ g(i,a,j,b)² / D(i,a,j,b)`, for nonzero denominators `D`. -/
def ringSum (g D : o → v → o → v → ℝ) : ℝ :=
  ∑ i, ∑ j, ∑ a, ∑ b, g i a j b ^ 2 / D i a j b

/-- The second-order exchange sum `X = ∑ g(i,a,j,b) g(i,b,j,a) / D(i,a,j,b)`,
for nonzero denominators `D`. -/
def exchangeSum (g D : o → v → o → v → ℝ) : ℝ :=
  ∑ i, ∑ j, ∑ a, ∑ b, g i a j b * g i b j a / D i a j b

/-- Integrals between orbitals with `N` flavors: the interaction conserves flavor at each of
its two vertices and is otherwise independent of flavor. -/
def flavorIntegral (N : ℕ) (g : o → v → o → v → ℝ) :
    o × Fin N → v × Fin N → o × Fin N → v × Fin N → ℝ :=
  fun i a j b => if a.2 = i.2 ∧ b.2 = j.2 then g i.1 a.1 j.1 b.1 else 0

/-- Energy denominators between flavored orbitals, which do not depend on flavor. -/
def flavorGap (N : ℕ) (D : o → v → o → v → ℝ) :
    o × Fin N → v × Fin N → o × Fin N → v × Fin N → ℝ :=
  fun i a j b => D i.1 a.1 j.1 b.1

/-- If the denominators are unchanged by swapping the two virtual orbitals, the ring sum may be
computed with the swapped integrals. -/
theorem ringSum_swap (g D : o → v → o → v → ℝ)
    (hD : ∀ i a j b, D i a j b = D i b j a) :
    ringSum g D = ∑ i, ∑ j, ∑ a, ∑ b, g i b j a ^ 2 / D i a j b := by
  unfold ringSum
  refine sum_congr rfl fun i _ => sum_congr rfl fun j _ => ?_
  refine Finset.sum_comm.trans (sum_congr rfl fun a _ => sum_congr rfl fun b _ => ?_)
  rw [hD i a j b]

/-- For swap-symmetric denominators, the weighted squares of `g + s g_swap` add up to
`(1 + s²) S + 2 s X`. -/
theorem sum_sq_mix (g D : o → v → o → v → ℝ)
    (hD : ∀ i a j b, D i a j b = D i b j a) (s : ℝ) :
    ∑ i, ∑ j, ∑ a, ∑ b, (g i a j b + s * g i b j a) ^ 2 / D i a j b
      = (1 + s ^ 2) * ringSum g D + 2 * s * exchangeSum g D := by
  have h := ringSum_swap g D hD
  -- expand the square term by term
  have e : ∑ i, ∑ j, ∑ a, ∑ b, (g i a j b + s * g i b j a) ^ 2 / D i a j b
      = ringSum g D + s ^ 2 * (∑ i, ∑ j, ∑ a, ∑ b, g i b j a ^ 2 / D i a j b)
        + 2 * s * exchangeSum g D := by
    simp only [ringSum, exchangeSum, Finset.mul_sum, ← Finset.sum_add_distrib]
    refine sum_congr rfl fun i _ => sum_congr rfl fun j _ =>
      sum_congr rfl fun a _ => sum_congr rfl fun b _ => ?_
    ring
  linear_combination e - s ^ 2 * h

/-- For positive, swap-symmetric denominators the exchange sum is bounded in magnitude by the
ring sum. -/
theorem abs_exchangeSum_le (g D : o → v → o → v → ℝ)
    (hpos : ∀ i a j b, 0 < D i a j b) (hD : ∀ i a j b, D i a j b = D i b j a) :
    |exchangeSum g D| ≤ ringSum g D := by
  have q : ∀ s : ℝ, 0 ≤ (1 + s ^ 2) * ringSum g D + 2 * s * exchangeSum g D := by
    intro s
    rw [← sum_sq_mix g D hD s]
    exact sum_nonneg fun i _ => sum_nonneg fun j _ => sum_nonneg fun a _ =>
      sum_nonneg fun b _ => div_nonneg (sq_nonneg _) (hpos i a j b).le
  -- the symmetric and antisymmetric combinations give the two bounds
  have h1 := q 1
  have h2 := q (-1)
  norm_num at h1 h2
  exact abs_le.2 ⟨by linarith, by linarith⟩

/-- For positive, swap-symmetric denominators the exchange sum equals the ring sum exactly when
the integrals are unchanged by swapping the two virtual orbitals. -/
theorem exchangeSum_eq_ringSum_iff (g D : o → v → o → v → ℝ)
    (hpos : ∀ i a j b, 0 < D i a j b) (hD : ∀ i a j b, D i a j b = D i b j a) :
    exchangeSum g D = ringSum g D ↔ ∀ i a j b, g i a j b = g i b j a := by
  constructor
  · intro h i a j b
    have t : ∀ i j a b, 0 ≤ (g i a j b + (-1) * g i b j a) ^ 2 / D i a j b :=
      fun i j a b => div_nonneg (sq_nonneg _) (hpos i a j b).le
    have z : ∑ i, ∑ j, ∑ a, ∑ b, (g i a j b + (-1) * g i b j a) ^ 2 / D i a j b = 0 := by
      rw [sum_sq_mix g D hD (-1), h]
      ring
    -- a vanishing sum of nonnegative terms vanishes term by term
    have z1 := (sum_eq_zero_iff_of_nonneg (fun i _ => sum_nonneg fun j _ =>
      sum_nonneg fun a _ => sum_nonneg fun b _ => t i j a b)).1 z i (mem_univ i)
    have z2 := (sum_eq_zero_iff_of_nonneg (fun j _ =>
      sum_nonneg fun a _ => sum_nonneg fun b _ => t i j a b)).1 z1 j (mem_univ j)
    have z3 := (sum_eq_zero_iff_of_nonneg (fun a _ =>
      sum_nonneg fun b _ => t i j a b)).1 z2 a (mem_univ a)
    have z4 := (sum_eq_zero_iff_of_nonneg (fun b _ => t i j a b)).1 z3 b (mem_univ b)
    have z5 := (div_eq_zero_iff.1 z4).resolve_right (hpos i a j b).ne'
    have z6 := pow_eq_zero_iff (two_ne_zero) |>.1 z5
    linarith
  · intro h
    unfold exchangeSum ringSum
    refine sum_congr rfl fun i _ => sum_congr rfl fun j _ =>
      sum_congr rfl fun a _ => sum_congr rfl fun b _ => ?_
    rw [← h i a j b]
    ring

/-- A double sum over flavored virtual orbitals whose terms vanish unless the flavors are `s`
and `s'` reduces to a double sum over the orbitals without flavor. -/
theorem sum_flavor {N : ℕ} (F : v × Fin N → v × Fin N → ℝ) (s s' : Fin N)
    (h : ∀ a b, ¬(a.2 = s ∧ b.2 = s') → F a b = 0) :
    ∑ a, ∑ b, F a b = ∑ a, ∑ b, F (a, s) (b, s') := by
  simp only [Fintype.sum_prod_type]
  refine sum_congr rfl fun a _ => ?_
  refine (Fintype.sum_eq_single s fun t ht => ?_).trans
    (sum_congr rfl fun b _ => Fintype.sum_eq_single s' fun t' ht' => ?_)
  · exact sum_eq_zero fun b _ => sum_eq_zero fun t' _ => h _ _ fun k => ht k.1
  · exact h _ _ fun k => ht' k.2

/-- With `N` flavors the ring term is `N² S`. -/
theorem ringSum_flavor (N : ℕ) (g D : o → v → o → v → ℝ) :
    ringSum (flavorIntegral N g) (flavorGap N D) = (N : ℝ) ^ 2 * ringSum g D := by
  have key : ∀ i j : o × Fin N,
      ∑ a, ∑ b, flavorIntegral N g i a j b ^ 2 / flavorGap N D i a j b
        = ∑ a, ∑ b, g i.1 a j.1 b ^ 2 / D i.1 a j.1 b := by
    intro i j
    refine (sum_flavor _ i.2 j.2 fun a b hab => ?_).trans
      (sum_congr rfl fun a _ => sum_congr rfl fun b _ => ?_)
    · have z : flavorIntegral N g i a j b = 0 := if_neg hab
      simp [z]
    · simp [flavorIntegral, flavorGap]
  unfold ringSum
  simp only [key]
  -- both occupied flavors are free
  simp only [Fintype.sum_prod_type, sum_const, card_univ, Fintype.card_fin, nsmul_eq_mul,
    Finset.mul_sum]
  refine sum_congr rfl fun i _ => sum_congr rfl fun j _ =>
    sum_congr rfl fun a _ => sum_congr rfl fun b _ => ?_
  ring

/-- With `N` flavors the exchange term is `N X`. -/
theorem exchangeSum_flavor (N : ℕ) (g D : o → v → o → v → ℝ) :
    exchangeSum (flavorIntegral N g) (flavorGap N D) = (N : ℝ) * exchangeSum g D := by
  have key : ∀ i j : o × Fin N,
      ∑ a, ∑ b, flavorIntegral N g i a j b * flavorIntegral N g i b j a / flavorGap N D i a j b
        = if i.2 = j.2 then ∑ a, ∑ b, g i.1 a j.1 b * g i.1 b j.1 a / D i.1 a j.1 b else 0 := by
    intro i j
    refine (sum_flavor _ i.2 j.2 fun a b hab => ?_).trans ?_
    · have z : flavorIntegral N g i a j b = 0 := if_neg hab
      simp [z]
    · by_cases h : i.2 = j.2
      · simp [flavorIntegral, flavorGap, h]
      · simp [flavorIntegral, flavorGap, h]
  unfold exchangeSum
  simp only [key]
  -- the two occupied flavors must agree, so one free flavor remains
  simp only [Fintype.sum_prod_type, Finset.sum_ite_eq, mem_univ, if_true, sum_const,
    card_univ, Fintype.card_fin, nsmul_eq_mul, Finset.mul_sum]

/-- For positive, swap-symmetric denominators and `N` flavors, `N` times the magnitude of the
exchange term is at most the ring term. -/
theorem flavor_exchange_bound (N : ℕ) (g D : o → v → o → v → ℝ)
    (hpos : ∀ i a j b, 0 < D i a j b) (hD : ∀ i a j b, D i a j b = D i b j a) :
    (N : ℝ) * |exchangeSum (flavorIntegral N g) (flavorGap N D)|
      ≤ ringSum (flavorIntegral N g) (flavorGap N D) := by
  rw [ringSum_flavor, exchangeSum_flavor, abs_mul, Nat.abs_cast]
  have h := mul_le_mul_of_nonneg_left (abs_exchangeSum_le g D hpos hD) (sq_nonneg (N : ℝ))
  calc (N : ℝ) * (N * |exchangeSum g D|) = (N : ℝ) ^ 2 * |exchangeSum g D| := by ring
    _ ≤ (N : ℝ) ^ 2 * ringSum g D := h

/-- For positive, swap-symmetric denominators and at least one flavor, `N` times the exchange
term equals the ring term exactly when the integrals are swap-symmetric. -/
theorem flavor_exchange_eq_iff (N : ℕ) (hN : 0 < N) (g D : o → v → o → v → ℝ)
    (hpos : ∀ i a j b, 0 < D i a j b) (hD : ∀ i a j b, D i a j b = D i b j a) :
    (N : ℝ) * exchangeSum (flavorIntegral N g) (flavorGap N D)
      = ringSum (flavorIntegral N g) (flavorGap N D) ↔ ∀ i a j b, g i a j b = g i b j a := by
  rw [ringSum_flavor, exchangeSum_flavor, ← exchangeSum_eq_ringSum_iff g D hpos hD]
  have hN' : (N : ℝ) ^ 2 ≠ 0 := pow_ne_zero 2 (Nat.cast_ne_zero.2 hN.ne')
  constructor
  · intro h
    exact mul_left_cancel₀ hN' (by linear_combination h)
  · intro h
    rw [h]
    ring

/-- With at most one virtual orbital, `N` times the exchange term equals the ring term. -/
theorem flavor_exchange_single_virtual [Subsingleton v] (N : ℕ) (g D : o → v → o → v → ℝ) :
    (N : ℝ) * exchangeSum (flavorIntegral N g) (flavorGap N D)
      = ringSum (flavorIntegral N g) (flavorGap N D) := by
  have h : exchangeSum g D = ringSum g D := by
    unfold exchangeSum ringSum
    refine sum_congr rfl fun i _ => sum_congr rfl fun j _ =>
      sum_congr rfl fun a _ => sum_congr rfl fun b _ => ?_
    rw [Subsingleton.elim b a]
    ring
  rw [ringSum_flavor, exchangeSum_flavor, h]
  ring

end

end SecondOrderExchangeFlavor
```

```lean
#print axioms SecondOrderExchangeFlavor.flavor_exchange_bound
-- 'SecondOrderExchangeFlavor.flavor_exchange_bound' depends on axioms: [propext, Classical.choice, Quot.sound]
#print axioms SecondOrderExchangeFlavor.flavor_exchange_eq_iff
-- 'SecondOrderExchangeFlavor.flavor_exchange_eq_iff' depends on axioms: [propext, Classical.choice, Quot.sound]
#print axioms SecondOrderExchangeFlavor.flavor_exchange_single_virtual
-- 'SecondOrderExchangeFlavor.flavor_exchange_single_virtual' depends on axioms: [propext, Classical.choice, Quot.sound]
```

## From the square to the bound in Lean

`ringSum_swap` is the relabelling step: `Finset.sum_comm` exchanges the sums over `a` and `b`, and `hD` restores the denominator. `sum_sq_mix` expands the square term by term with `ring`. Its last line uses the relabelling to replace the swapped sum by $S$.

In `abs_exchangeSum_le`, the auxiliary statement `q` says that the resulting expression is nonnegative for every $s$. Evaluating it at `1` and `-1` gives the two inequalities, which `abs_le` combines.

The forward direction of `exchangeSum_eq_ringSum_iff` sets $s=-1$. The statements `z1` to `z4` strip off the sums over $i,j,a,b$ in turn, each time using that a vanishing sum of nonnegative terms has only zero terms. Then `z5` removes the positive denominator and `z6` the square. The reverse direction substitutes the symmetry into each term.

## Collapsing the flavor sums

`sum_flavor` treats a double sum over flavored virtuals whose terms vanish unless the two flavors have prescribed values. It does the work of the Kronecker deltas, with `Fintype.sum_eq_single` selecting the surviving flavor in each sum.

`ringSum_flavor` applies it with the flavors of `i` and `j`. The remaining summand does not depend on those occupied flavors, so summing over them gives two factors of $N$.

In `exchangeSum_flavor`, the second integral leaves the condition `i.2 = j.2`, which is handled by `by_cases`. `Finset.sum_ite_eq` then uses this condition to remove one flavor sum, leaving a single factor of $N$.

`flavor_exchange_bound` inserts both factors and multiplies $|X|\le S$ by $N^2$. `flavor_exchange_eq_iff` cancels $N^2$ with `mul_left_cancel₀`, which is where `hN` enters, and reduces to the flavorless equality case. `flavor_exchange_single_virtual` identifies `b` with `a` through `Subsingleton.elim`, so it needs neither `hpos` nor `hD`.
